# The three-term recurrence for Bessel functions of integer order

The Bessel function J_n(x) is defined here as the average of cos(n s − x sin s) over s from 0 to 2π. The theorem states that x (J_{n+1}(x) + J_{n−1}(x)) = 2n J_n(x) for every integer n and every real x. It is an identity between functions, with no Hamiltonian or quantum state in the statement. The proof integrates the derivative of sin(n s − x sin s) over a period, which gives zero, and uses the addition formulas for the cosine to bring in the neighbouring orders.

An attempt in Lean 4 with a fault in it:

```lean
import Mathlib

open MeasureTheory Real

namespace WannierStarkBessel

noncomputable section

/-- The Bessel function of integer order `n`, as the average of `cos (n s - x sin s)` over
one period. -/
def besselJ (n : ℤ) (x : ℝ) : ℝ :=
  (2 * π)⁻¹ * ∫ s in (0 : ℝ)..(2 * π), Real.cos (n * s - x * Real.sin s)

/-- The three-term recurrence `x (J_(n+1) + J_(n-1)) = 2 n J_n`. -/
theorem besselJ_recurrence (n : ℤ) (x : ℝ) :
    x * (besselJ (n + 1) x + besselJ (n - 1) x) = 2 * n * besselJ n x := by
  have hc : ∀ k : ℤ, IntervalIntegrable
      (fun s : ℝ => Real.cos (k * s - x * Real.sin s)) volume 0 (2 * π) :=
    fun k => Continuous.intervalIntegrable (by fun_prop) _ _
  -- the integral of a total derivative over a period vanishes
  have hd : ∀ s : ℝ, HasDerivAt (fun s : ℝ => Real.sin (n * s - x * Real.sin s))
      (Real.cos (n * s - x * Real.sin s) * (n - x * Real.cos s)) s := fun s =>
    ((((hasDerivAt_id' s).const_mul (n : ℝ)).fun_sub
      ((Real.hasDerivAt_sin s).const_mul x)).sin).congr_deriv (by ring)
  have h := intervalIntegral.integral_eq_sub_of_hasDerivAt (a := 0) (b := 2 * π)
    (fun s _ => hd s) (Continuous.intervalIntegrable (by fun_prop) _ _)
  have hz : Real.sin (n * (2 * π) - x * Real.sin (2 * π)) = 0 := by
    rw [Real.sin_two_pi, mul_zero, Real.sin_int_mul_two_pi_sub, Real.sin_zero, neg_zero]
  have h0 : Real.sin (n * 0 - x * Real.sin 0) = 0 := by simp
  rw [hz, h0, sub_zero] at h
  -- neighbouring orders combine to a factor `2 cos s`
  have h1 : (∫ s in (0 : ℝ)..(2 * π), Real.cos ((n + 1 : ℤ) * s - x * Real.sin s))
      + (∫ s in (0 : ℝ)..(2 * π), Real.cos ((n - 1 : ℤ) * s - x * Real.sin s))
      = ∫ s in (0 : ℝ)..(2 * π), 2 * Real.cos s * Real.cos (n * s - x * Real.sin s) := by
    rw [← intervalIntegral.integral_add (hc _) (hc _)]
    refine intervalIntegral.integral_congr fun s _ => ?_
    have e1 : ((n + 1 : ℤ) : ℝ) * s - x * Real.sin s = (n * s - x * Real.sin s) + s := by
      push_cast; ring
    have e2 : ((n - 1 : ℤ) : ℝ) * s - x * Real.sin s = (n * s - x * Real.sin s) - s := by
      push_cast; ring
    simp only [e1, e2]
    rw [Real.cos_add, Real.cos_sub]
    ring
  have h2 : (∫ s in (0 : ℝ)..(2 * π),
        Real.cos (n * s - x * Real.sin s) * (n - x * Real.cos s))
      = n * (∫ s in (0 : ℝ)..(2 * π), Real.cos (n * s - x * Real.sin s))
      - x / 2 * ∫ s in (0 : ℝ)..(2 * π),
          2 * Real.cos s * Real.cos (n * s - x * Real.sin s) := by
    rw [← intervalIntegral.integral_const_mul, ← intervalIntegral.integral_const_mul,
      ← intervalIntegral.integral_sub (Continuous.intervalIntegrable (by fun_prop) _ _)
        (Continuous.intervalIntegrable (by fun_prop) _ _)]
    refine intervalIntegral.integral_congr fun s _ => ?_
    ring
  rw [h2, ← h1] at h
  unfold besselJ
  linear_combination (-2 * (2 * π)⁻¹) * h

end

end WannierStarkBessel
```

The compiler's answer:

```
Try this:
  [apply] ring_nf
  
  The `ring` tactic failed to close the goal. Use `ring_nf` to obtain a normal form.
    
  Note that `ring` works primarily in *commutative* rings. If you have a noncommutative ring, abelian group or module, consider using `noncomm_ring`, `abel` or `module` instead.
Main.lean:34:87: error: unsolved goals
n : ℤ
x : ℝ
hc : ∀ (k : ℤ), IntervalIntegrable (fun s => cos (↑k * s - x * sin s)) volume 0 (2 * π)
hd : ∀ (s : ℝ), HasDerivAt (fun s => sin (↑n * s - x * sin s)) (cos (↑n * s - x * sin s) * (↑n - x * cos s)) s
h : ∫ (y : ℝ) in 0..2 * π, cos (↑n * y - x * sin y) * (↑n - x * cos y) = 0
hz : sin (↑n * (2 * π) - x * sin (2 * π)) = 0
h0 : sin (↑n * 0 - x * sin 0) = 0
s : ℝ
x✝ : s ∈ Set.uIcc 0 (2 * π)
e1 : ↑(n + 1) * s - x * sin s = ↑n * s - x * sin s + s
e2 : ↑(n - 1) * s - x * sin s = ↑n * s - x * sin s - s
⊢ cos (↑n * s) * cos (x * sin s) * cos s - sin s * sin (↑n * s - x * sin s) + sin (↑n * s) * sin (x * sin s) * cos s +
      cos (↑n * s - s - x * sin s) =
    cos (↑n * s) * cos (x * sin s) * cos s * 2 + sin (↑n * s) * sin (x * sin s) * cos s * 2
```

Cause. The error is an unsolved goal in the proof of `h1`, where cos(A + s) + cos(A − s) should become 2 cos s cos A, with A = n s − x sin s. The "Try this" message says that `ring` could not close that goal and suggests `ring_nf`, which would not supply the missing trigonometric step.

`rw [Real.cos_add]` expands cos(A + s) correctly, and this produces a cos A. But A is itself a difference, so `Real.cos_sub`, given no arguments, matches cos A first and splits it into functions of n s and x sin s. The rewrite is then fixed to that instance, and cos(A − s) stays unexpanded. It is still there in the reported goal as `cos (↑n * s - s - x * sin s)`, and `ring` knows no addition formulas.

The repair gives `Real.cos_sub` the arguments A and s, so that it can only expand cos(A − s). The sine terms then cancel and `ring` closes the goal. The arguments given to `Real.cos_add` are mere tidying, since that rewrite already found the right term.

Fix (accepted with no message):

```diff
@@ -40,5 +40,5 @@
       push_cast; ring
     simp only [e1, e2]
-    rw [Real.cos_add, Real.cos_sub]
+    rw [Real.cos_add (n * s - x * Real.sin s) s, Real.cos_sub (n * s - x * Real.sin s) s]
     ring
   have h2 : (∫ s in (0 : ℝ)..(2 * π),
```
